# Absorption in a partial wave forces elastic scattering: the exact range of allowed strengths

A spinless particle with wave number $k$ hits a spherically symmetric target that can absorb it or scatter it inelastically. In the partial wave of angular momentum $l$, the outgoing elastic wave is $S$ times what it would be without the target, where $S$ is a complex number with $|S|\le 1$ because no more flux can come out than went in. Can the target absorb from this wave without also scattering elastically? It cannot, and the possible pairs of elastic and absorption cross sections can be described exactly.

## Strengths and cross sections

```lean
import Mathlib

open Finset

namespace PartialWaveAbsorption

noncomputable section

/-- Elastic strength `|1 - S|²` of a partial wave with S-matrix element `S`:
its elastic cross section in units of `(2l+1)π/k²`. -/
def elastic (S : ℂ) : ℝ := ‖1 - S‖ ^ 2
```

`elastic S` is the real number $e=|1-S|^2$; the bars `‖ ‖` denote the modulus. It is a dimensionless strength: the elastic cross section of the wave is $(2l+1)\pi e/k^2$.

```lean
/-- Absorptive strength `1 - |S|²` of a partial wave with S-matrix element `S`:
its absorption cross section in units of `(2l+1)π/k²`. -/
def absorption (S : ℂ) : ℝ := 1 - ‖S‖ ^ 2
```

Likewise $a=1-|S|^2$ is the fraction of the incoming flux that is lost from the elastic channel. Absorption in this sense includes inelastic scattering. Both cross-section formulas enter as definitions; their derivation from the asymptotic wave function is the step that links these theorems to a real target.

```lean
/-- Elastic cross section of the partial waves `l < L`, in units of `π/k²`. -/
def elasticSum (L : ℕ) (S : ℕ → ℂ) : ℝ :=
  ∑ l ∈ range L, (2 * (l : ℝ) + 1) * elastic (S l)
```

Here `S : ℕ → ℂ` assigns an element $S_l$ to every $l$, and `range L` is $0,\dots,L-1$. Thus $L$ counts waves; it is not the highest angular momentum. The sum is $E=\sum_{l<L}(2l+1)e_l$.

```lean
/-- Absorption cross section of the partial waves `l < L`, in units of `π/k²`. -/
def absorptionSum (L : ℕ) (S : ℕ → ℂ) : ℝ :=
  ∑ l ∈ range L, (2 * (l : ℝ) + 1) * absorption (S l)
```

The absorption sum is $A=\sum_{l<L}(2l+1)a_l$. Waves with $l\ge L$ are left out of both sums.

## Bounds for one wave

```lean
/-- The elastic strength in terms of the real and imaginary parts of `S`. -/
lemma elastic_eq (S : ℂ) : elastic S = (1 - S.re) ^ 2 + S.im ^ 2 := by
  rw [elastic, Complex.sq_norm, Complex.normSq_apply]
  simp only [Complex.sub_re, Complex.one_re, Complex.sub_im, Complex.one_im]
  ring
```

With $S=x+iy$, this says $e=(1-x)^2+y^2$.

```lean
/-- The absorptive strength in terms of the real and imaginary parts of `S`. -/
lemma absorption_eq (S : ℂ) : absorption S = 1 - S.re ^ 2 - S.im ^ 2 := by
  rw [absorption, Complex.sq_norm, Complex.normSq_apply]
  ring
```

Similarly, $a=1-x^2-y^2$.

```lean
/-- The square of the total strength is at most four times the elastic strength. -/
theorem total_sq_le (S : ℂ) : (elastic S + absorption S) ^ 2 ≤ 4 * elastic S := by
  rw [elastic_eq, absorption_eq]
  -- the difference of the two sides is `4 (Im S)²`
  nlinarith [sq_nonneg S.im]
```

Adding the two expressions gives $e+a=2-2x$, so
$$4e-(e+a)^2=4(1-x)^2+4y^2-4(1-x)^2=4y^2\ge 0.$$
The tactic `nlinarith`, which looks for proofs of polynomial inequalities, is given $y^2\ge0$ and finishes.

```lean
/-- If `|S| ≤ 1`, the total strength is at most 4, the absorptive strength is at most 1,
and the square of the total strength is at most four times the elastic strength. -/
theorem unitarity_bounds (S : ℂ) (hS : ‖S‖ ≤ 1) :
    elastic S + absorption S ≤ 4 ∧ absorption S ≤ 1 ∧
      (elastic S + absorption S) ^ 2 ≤ 4 * elastic S := by
  refine ⟨?_, ?_, total_sq_le S⟩
  · have h := (abs_le.mp ((Complex.abs_re_le_norm S).trans hS)).1
    rw [elastic_eq, absorption_eq]
    nlinarith
  · unfold absorption
    nlinarith [sq_nonneg ‖S‖]
```

The hypothesis `hS` is $|S|\le1$. It gives $x\ge-1$, hence $e+a=2-2x\le4$. The bound $a\le1$ is $|S|^2\ge0$, and the third bound is the previous theorem. Despite the name, $S$ need not be unitary: $|S|=1$ is the case without absorption.

```lean
/-- The exact unitarity region: elastic and absorptive strengths `e` and `a` belong to some
S-matrix element with `|S| ≤ 1` if and only if `a ≥ 0` and `(e + a)² ≤ 4e`. -/
theorem unitarity_region (e a : ℝ) :
    (∃ S : ℂ, ‖S‖ ≤ 1 ∧ elastic S = e ∧ absorption S = a) ↔
      0 ≤ a ∧ (e + a) ^ 2 ≤ 4 * e := by
  constructor
  · rintro ⟨S, hS, rfl, rfl⟩
    refine ⟨?_, total_sq_le S⟩
    unfold absorption
    nlinarith [norm_nonneg S]
  · rintro ⟨ha, h⟩
    -- the total strength fixes `Re S`, the elastic strength then fixes `(Im S)²`
    obtain ⟨y, hy⟩ : ∃ y : ℝ, y ^ 2 = e - (e + a) ^ 2 / 4 :=
      ⟨Real.sqrt (e - (e + a) ^ 2 / 4), Real.sq_sqrt (by linarith)⟩
    have hE : elastic ⟨1 - (e + a) / 2, y⟩ = e := by
      rw [elastic_eq]
      linear_combination hy
    have hA : absorption ⟨1 - (e + a) / 2, y⟩ = a := by
      rw [absorption_eq]
      linear_combination -hy
    refine ⟨⟨1 - (e + a) / 2, y⟩, ?_, hE, hA⟩
    unfold absorption at hA
    by_contra hn
    have hn' := lt_of_not_ge hn
    nlinarith
```

The symbol `↔` means "if and only if": a pair $(e,a)$ comes from some $S$ with $|S|\le1$ exactly when $a\ge0$ and $(e+a)^2\le4e$.

Left to right, $|S|\le1$ gives $a\ge0$, and the quadratic bound is known. For the converse, choose
$$x=1-\frac{e+a}{2},\qquad y^2=e-\frac{(e+a)^2}{4}.$$
The right-hand side for $y^2$ is nonnegative by assumption, so a real $y$ exists. Then $(1-x)^2+y^2=e$, and $1-x^2-y^2=(2-2x)-e=a$. Finally $|S|^2=1-a\le1$; Lean reaches this by contradiction.

For example, a central optical potential whose imaginary part is nowhere positive creates no flux, so it gives $|S|\le1$. The elastic and absorption cross sections computed from it for one partial wave of a spinless particle, divided by $(2l+1)\pi/k^2$, must therefore lie in this region up to numerical error.

## What absorption implies

```lean
/-- At absorptive strength `a` the elastic strength lies between `(1 - √(1 - a))²` and
`(1 + √(1 - a))²`. -/
theorem elastic_window (S : ℂ) :
    (1 - Real.sqrt (1 - absorption S)) ^ 2 ≤ elastic S ∧
      elastic S ≤ (1 + Real.sqrt (1 - absorption S)) ^ 2 := by
  -- the square root is the modulus of `S`
  have hs : Real.sqrt (1 - absorption S) = ‖S‖ := by
    rw [absorption, sub_sub_cancel, Real.sqrt_sq (norm_nonneg S)]
  have hn : ‖S‖ ^ 2 = S.re ^ 2 + S.im ^ 2 := by
    rw [Complex.sq_norm, Complex.normSq_apply]
    ring
  have hr := abs_le.mp (Complex.abs_re_le_norm S)
  rw [hs, elastic_eq]
  constructor
  · nlinarith [hr.2]
  · nlinarith [hr.1]
```

Since $\sqrt{1-a}=|S|$ and $e=1-2x+|S|^2$, the inequalities $-|S|\le x\le|S|$ give
$$(1-|S|)^2\le e\le(1+|S|)^2.$$

For example, $S=i/2$ has $a=3/4$ and $e=5/4$. The window is $1/4\le e\le9/4$, and the quadratic bound reads $2^2=4\le5$.

```lean
/-- Absorption forces elastic scattering: a partial wave with positive absorptive strength
has positive elastic strength. -/
theorem elastic_pos_of_absorption_pos (S : ℂ) (h : 0 < absorption S) : 0 < elastic S := by
  have h0 : 0 ≤ elastic S := sq_nonneg _
  have h1 : 0 < (elastic S + absorption S) ^ 2 := by positivity
  linarith [total_sq_le S]
```

If $a>0$, then $e\ge0$ makes $(e+a)^2$ positive, and the quadratic bound gives $4e>0$.

```lean
/-- A partial wave with absorptive strength 1 has elastic strength 1. -/
theorem elastic_eq_one_of_full_absorption (S : ℂ) (h : absorption S = 1) :
    elastic S = 1 := by
  have h1 := total_sq_le S
  rw [h] at h1
  -- the bound becomes `(e - 1)² ≤ 0`
  have h2 : (elastic S - 1) ^ 2 = 0 := le_antisymm (by nlinarith) (sq_nonneg _)
  linarith [pow_eq_zero_iff (two_ne_zero) |>.mp h2]
```

For $a=1$ the bound $(e+1)^2\le4e$ becomes $(e-1)^2\le0$, so $e=1$. A fully absorbed wave scatters elastically as strongly as it is absorbed.

## Many waves and the black disc

```lean
/-- The statistical weights `2l + 1` of the partial waves `l < L` add up to `L²`. -/
lemma sum_weights (L : ℕ) : ∑ l ∈ range L, (2 * (l : ℝ) + 1) = (L : ℝ) ^ 2 := by
  induction L with
  | zero => simp
  | succ n ih =>
    rw [sum_range_succ, ih]
    push_cast
    ring
```

The weights satisfy $\sum_{l<L}(2l+1)=L^2$. By induction, the next weight adds $2L+1=(L+1)^2-L^2$.

```lean
/-- For scattering in the partial waves `l < L`, the square of the total (elastic plus
absorption) cross section is at most `4L²` times the elastic one, in units of `π/k²`. -/
theorem total_sum_sq_le (L : ℕ) (S : ℕ → ℂ) :
    (elasticSum L S + absorptionSum L S) ^ 2 ≤ 4 * (L : ℝ) ^ 2 * elasticSum L S := by
  have hT : elasticSum L S + absorptionSum L S =
      ∑ l ∈ range L, (2 * (l : ℝ) + 1) * (elastic (S l) + absorption (S l)) := by
    rw [elasticSum, absorptionSum, ← sum_add_distrib]
    exact sum_congr rfl (fun l _ => by ring)
  -- Cauchy-Schwarz with the weights `2l + 1`
  have hCS : (∑ l ∈ range L, (2 * (l : ℝ) + 1) * (elastic (S l) + absorption (S l))) ^ 2 ≤
      (∑ l ∈ range L, (2 * (l : ℝ) + 1)) *
        ∑ l ∈ range L, (2 * (l : ℝ) + 1) * (elastic (S l) + absorption (S l)) ^ 2 :=
    sum_sq_le_sum_mul_sum_of_sq_le_mul _ (fun l _ => by positivity)
      (fun l _ => by positivity) (fun l _ => le_of_eq (by ring))
  -- the single-wave bound in every term
  have hE : ∑ l ∈ range L, (2 * (l : ℝ) + 1) * (elastic (S l) + absorption (S l)) ^ 2 ≤
      4 * elasticSum L S := by
    rw [elasticSum, mul_sum]
    refine sum_le_sum (fun l _ => ?_)
    have hw : (0 : ℝ) ≤ 2 * (l : ℝ) + 1 := by positivity
    linarith [mul_le_mul_of_nonneg_left (total_sq_le (S l)) hw]
  rw [sum_weights] at hCS
  rw [hT]
  linarith [mul_le_mul_of_nonneg_left hE (sq_nonneg (L : ℝ))]
```

Write $w_l=2l+1$ and $t_l=e_l+a_l$. The Cauchy–Schwarz inequality (`hCS`), followed by $t_l^2\le4e_l$ in each term (`hE`), gives
$$(E+A)^2=\Big(\sum_{l<L} w_lt_l\Big)^2\le L^2\sum_{l<L} w_lt_l^2\le4L^2E.$$

```lean
/-- The black disc, `S = 0` in all partial waves `l < L`, has elastic and absorption cross
sections both equal to `L²` in units of `π/k²`, and attains equality in `total_sum_sq_le`. -/
theorem black_disc (L : ℕ) :
    elasticSum L (fun _ => 0) = (L : ℝ) ^ 2 ∧ absorptionSum L (fun _ => 0) = (L : ℝ) ^ 2 ∧
      (elasticSum L (fun _ => 0) + absorptionSum L (fun _ => 0)) ^ 2 =
        4 * (L : ℝ) ^ 2 * elasticSum L (fun _ => 0) := by
  have e0 : elastic 0 = 1 := by simp [elastic]
  have a0 : absorption 0 = 1 := by simp [absorption]
  have hE : elasticSum L (fun _ => 0) = (L : ℝ) ^ 2 := by
    simp only [elasticSum, e0, mul_one, sum_weights]
  have hA : absorptionSum L (fun _ => 0) = (L : ℝ) ^ 2 := by
    simp only [absorptionSum, a0, mul_one, sum_weights]
  refine ⟨hE, hA, ?_⟩
  rw [hE, hA]
  ring

end

end PartialWaveAbsorption
```

`fun _ => 0` sets every $S_l$ to zero. Then $e_l=a_l=1$ and $E=A=L^2$, so both sides of the many-wave bound equal $4L^4$. If the waves with $l\ge L$ pass unchanged ($S_l=1$), they add nothing, and with a disc radius $R=L/k$ the full elastic and absorption cross sections are each $\pi R^2$. The sharp cutoff at $L$ is an idealisation of an absorbing sphere much larger than the wavelength.

```lean
#print axioms PartialWaveAbsorption.elastic_pos_of_absorption_pos
#print axioms PartialWaveAbsorption.elastic_eq_one_of_full_absorption
#print axioms PartialWaveAbsorption.total_sum_sq_le
#print axioms PartialWaveAbsorption.black_disc
```

```
'PartialWaveAbsorption.elastic_pos_of_absorption_pos' depends on axioms: [propext, Classical.choice, Quot.sound]
'PartialWaveAbsorption.elastic_eq_one_of_full_absorption' depends on axioms: [propext, Classical.choice, Quot.sound]
'PartialWaveAbsorption.total_sum_sq_le' depends on axioms: [propext, Classical.choice, Quot.sound]
'PartialWaveAbsorption.black_disc' depends on axioms: [propext, Classical.choice, Quot.sound]
```
